# Independent zero-mean neighbours coupled as $1/\sqrt z$ leave a Gaussian weight as $z\to\infty$

Let a site couple with amplitude $1/\sqrt z$ to $z$ independent, identically distributed neighbours. Each neighbour has finitely many states $k$ with real weights $p_k$, $\sum_k p_k=1$, and in state $k$ it produces a real field $x_k(\tau)$ on finitely many time slices $\tau$. If the mean field vanishes on every slice, $\sum_k p_k x_k(\tau)=0$, then for any complex source $\eta(\tau)$ the average of $\exp\big(\sum_\tau\eta(\tau)\phi(\tau)\big)$ over all neighbour configurations, where $\phi(\tau)$ is the sum of the neighbours' fields divided by $\sqrt z$, tends as $z\to\infty$ to

$$\exp\Big(\tfrac12\sum_{\tau,\tau'}\eta(\tau)\,\Delta(\tau,\tau')\,\eta(\tau')\Big),\qquad \Delta(\tau,\tau')=\sum_k p_k\,x_k(\tau)\,x_k(\tau').$$

For nonnegative weights this is the moment generating function of a Gaussian field with mean zero and covariance $\Delta$. With one slice, a real source $a$ and variance $s^2$, the limit reads

$$\Big(\sum_k p_k e^{a x_k/\sqrt z}\Big)^z\to e^{a^2s^2/2}.$$

For electrons on a lattice of large coordination, scaling the hopping amplitude as $1/\sqrt z$ keeps the kinetic energy per site finite and, in general, nonzero. Independence stands for the situation on a tree, where removing the central site disconnects its neighbours. Zero mean says that the neighbours exert no average field on the site. In dynamical mean-field theory a bath likewise enters the impurity action through a two-time function; the model here shows the underlying power counting for classical, commuting fields with a fixed distribution, without Grassmann variables or a self-consistency condition.

## From the configuration sum to the quadratic form

Let $c_i$ be the state of neighbour $i$. The average is

$$W_z=\sum_{c}\Big(\prod_{i} p_{c_i}\Big)\exp\Big(\sum_\tau\eta(\tau)\frac{1}{\sqrt z}\sum_{i}x_{c_i}(\tau)\Big).$$

Write $y_k=\sum_\tau\eta(\tau)x_k(\tau)$ for the source term of one neighbour in state $k$. The exponential is a product over neighbours, and each $c_i$ is summed independently, so

$$W_z=\Big(\sum_k p_k e^{y_k/\sqrt z}\Big)^z.$$

For a complex number $u$ with $|u|\le1$, the exponential series gives

$$\Big|e^u-1-u-\tfrac{u^2}{2}\Big|\le|u|^3\sum_{n\ge3}\frac1{n!}\le|u|^3.$$

Put $u=y/r$ with $r>0$ and $|y|\le r$, and multiply by $r^2$:

$$\Big|r^2\big(e^{y/r}-1-\tfrac yr\big)-\tfrac{y^2}{2}\Big|\le\frac{|y|^3}{r}.$$

With $r=\sqrt z$ the right side vanishes as $z\to\infty$, hence $z\,(e^{y/\sqrt z}-1-y/\sqrt z)\to y^2/2$.

Now let $g_z=\sum_k p_k e^{y_k/\sqrt z}-1$. Zero mean on every slice gives $\sum_k p_k y_k=0$. Together with normalisation, this allows the two lowest orders to be subtracted inside the sum without changing it:

$$z g_z=\sum_k p_k\,z\Big(e^{y_k/\sqrt z}-1-\frac{y_k}{\sqrt z}\Big)\longrightarrow L=\frac12\sum_k p_k y_k^2.$$

In particular $g_z\to0$, so $z\log(1+g_z)=z g_z+O(z|g_z|^2)\to L$, and $W_z=(1+g_z)^z\to e^L$. Expanding the square completes the calculation:

$$\sum_k p_k y_k^2=\sum_{\tau,\tau'}\eta(\tau)\Big(\sum_k p_k x_k(\tau)x_k(\tau')\Big)\eta(\tau')=\sum_{\tau,\tau'}\eta(\tau)\Delta(\tau,\tau')\eta(\tau').$$

On a single slice, a nonzero mean $m=\sum_k p_k x_k$ can make the average diverge. For nonnegative weights and a real source $a$, Jensen's inequality gives $\sum_k p_k e^{a x_k/\sqrt z}\ge e^{am/\sqrt z}$. The $z$-th power is therefore at least $e^{\sqrt z\,am}$, which diverges when $am>0$.

## Neighbour states, time slices and the average

The finite type `ι` labels the states of one neighbour, and the finite type `T` labels the time slices.

In Lean 4 with Mathlib:

```lean
import Mathlib

open Filter Topology

namespace CavityGaussianLimit

noncomputable section

variable {ι T : Type*} [Fintype ι] [Fintype T]
```

A configuration is a function `c : Fin z → ι`, so `c i` is the state of neighbour `i`. The definition below is $W_z$ as an explicit sum over configurations. Independence is built in through the product of weights, and the source is complex while weights and fields are real.

```lean
/-- Average over all configurations of `z` independent neighbours, each in state `k` with weight `p
k` and field history `x k τ`, of the exponential of the source `η` coupled to the total field scaled
by `1/√z`. The scaling is meaningful for `z ≥ 1`; at `z = 0` the value is 1. -/
def cavityWeight (p : ι → ℝ) (x : ι → T → ℝ) (η : T → ℂ) (z : ℕ) : ℂ :=
  ∑ c : Fin z → ι, (∏ i, (p (c i) : ℂ)) *
    Complex.exp (∑ τ, η τ * ((∑ i, (x (c i) τ : ℂ)) / ((√(z : ℝ) : ℝ) : ℂ)))
```

The kernel $\Delta$ is the correlation matrix of the field of a single neighbour, averaged over its states with the weights $p_k$; it is the same for every neighbour. It is called `hybridisation` after the role it plays for the central site; it is computed from classical fields, not from a fermionic Green's function.

```lean
/-- The correlation matrix of the field of one neighbour between time slices `τ` and `τ'`. -/
def hybridisation (p : ι → ℝ) (x : ι → T → ℝ) (τ τ' : T) : ℝ :=
  ∑ k, p k * x k τ * x k τ'
```

## The cubic remainder and the surviving order

The first lemma is the Taylor estimate in the variable $y/r$. Mathlib's `Complex.exp_bound` with `n := 3` supplies the cubic remainder with prefactor $2/9$, which is relaxed to 1. The final `calc` multiplies by $r^2$.

```lean
/-- The exponential of a field `y/r`, with its constant and linear parts removed and multiplied by
`r²`, differs from `y²/2` by at most `‖y‖³/r` when `‖y‖ ≤ r`. -/
theorem expansion_bound (y : ℂ) (r : ℝ) (hr : 0 < r) (hy : ‖y‖ ≤ r) :
    ‖(r : ℂ) ^ 2 * (Complex.exp (y / r) - 1 - y / r) - y ^ 2 / 2‖ ≤ ‖y‖ ^ 3 / r := by
  have hrc : (r : ℂ) ≠ 0 := by exact_mod_cast hr.ne'
  have hn : ‖y / (r : ℂ)‖ = ‖y‖ / r := by
    rw [norm_div, Complex.norm_real, Real.norm_of_nonneg hr.le]
  have hb := Complex.exp_bound (x := y / (r : ℂ))
    (by rw [hn]; exact (div_le_one hr).2 hy) (n := 3) (by norm_num)
  have hsum : ∑ m ∈ Finset.range 3, (y / (r : ℂ)) ^ m / (m.factorial : ℂ)
      = 1 + y / r + (y / r) ^ 2 / 2 := by
    simp [Finset.sum_range_succ, Nat.factorial]
  rw [hsum, hn] at hb
  have hb' : ‖Complex.exp (y / r) - (1 + y / r + (y / r) ^ 2 / 2)‖ ≤ (‖y‖ / r) ^ 3 :=
    hb.trans (mul_le_of_le_one_right (by positivity) (by norm_num [Nat.factorial]))
  have hq : (r : ℂ) ^ 2 * (y / r) ^ 2 = y ^ 2 := by field_simp
  have he : (r : ℂ) ^ 2 * (Complex.exp (y / r) - 1 - y / r) - y ^ 2 / 2
      = (r : ℂ) ^ 2 * (Complex.exp (y / r) - (1 + y / r + (y / r) ^ 2 / 2)) := by
    linear_combination (1 / 2 : ℂ) * hq
  rw [he, norm_mul, norm_pow, Complex.norm_real, Real.norm_of_nonneg hr.le]
  calc r ^ 2 * ‖Complex.exp (y / r) - (1 + y / r + (y / r) ^ 2 / 2)‖
      ≤ r ^ 2 * (‖y‖ / r) ^ 3 := by gcongr
    _ = ‖y‖ ^ 3 / r := by field_simp
```

Setting $r=\sqrt z$ turns the estimate into a limit. The difference from $y^2/2$ is squeezed between zero and $\|y\|^3/\sqrt z$, once $\sqrt z$ exceeds both 1 and $\|y\|$.

```lean
/-- With the field scaled by `1/√z`, the part of the exponential beyond linear order, summed over
`z` neighbours, tends to `y²/2`. -/
theorem quadratic_order_survives (y : ℂ) :
    Tendsto (fun z : ℕ => (z : ℂ) * (Complex.exp (y / ((√(z : ℝ) : ℝ) : ℂ)) - 1
      - y / ((√(z : ℝ) : ℝ) : ℂ))) atTop (𝓝 (y ^ 2 / 2)) := by
  have hs : Tendsto (fun z : ℕ => √(z : ℝ)) atTop atTop :=
    Real.tendsto_sqrt_atTop.comp tendsto_natCast_atTop_atTop
  rw [tendsto_iff_norm_sub_tendsto_zero]
  refine squeeze_zero' (Eventually.of_forall fun _ => norm_nonneg _) ?_
    (hs.const_div_atTop (‖y‖ ^ 3))
  filter_upwards [hs.eventually_ge_atTop (max 1 ‖y‖)] with z hz
  have h1 : 1 ≤ √(z : ℝ) := (le_max_left _ _).trans hz
  have hzc : (z : ℂ) = ((√(z : ℝ) : ℝ) : ℂ) ^ 2 := by
    rw [← Complex.ofReal_pow, Real.sq_sqrt (Nat.cast_nonneg z), Complex.ofReal_natCast]
  rw [hzc]
  exact expansion_bound y _ (by linarith) ((le_max_right _ _).trans hz)
```

## The power of a one-neighbour average

The next theorem takes arbitrary complex numbers `y k` with normalised real weights and zero weighted mean. Nonnegative weights are not required. The limit `hlim` sums the previous result over states, and `hg` is the statement $z g_z\to L$; the identity `h` inside it displays the constant and linear terms, which `hpc` and `hy` then evaluate. The passage from $z g_z\to L$ to $(1+g_z)^z\to e^L$ is `Complex.tendsto_one_add_pow_exp_of_tendsto`, which replaces the logarithm used above.

```lean
/-- For normalised weights and complex fields `y k` of zero mean, the `z`-th power of the
one-neighbour average of `exp (y/√z)` tends to the exponential of half the mean of `y²`. -/
theorem power_limit (p : ι → ℝ) (y : ι → ℂ) (hp : ∑ k, p k = 1)
    (hy : ∑ k, (p k : ℂ) * y k = 0) :
    Tendsto (fun z : ℕ => (∑ k, (p k : ℂ) * Complex.exp (y k / ((√(z : ℝ) : ℝ) : ℂ))) ^ z)
      atTop (𝓝 (Complex.exp ((∑ k, (p k : ℂ) * y k ^ 2) / 2))) := by
  have hpc : ∑ k, (p k : ℂ) = 1 := by exact_mod_cast hp
  have hlim := tendsto_finsetSum Finset.univ
    fun k _ => (quadratic_order_survives (y k)).const_mul (p k : ℂ)
  have hg : Tendsto (fun z : ℕ => (z : ℂ) *
      (∑ k, (p k : ℂ) * Complex.exp (y k / ((√(z : ℝ) : ℝ) : ℂ)) - 1))
      atTop (𝓝 ((∑ k, (p k : ℂ) * y k ^ 2) / 2)) := by
    have ht : (∑ k, (p k : ℂ) * y k ^ 2) / 2 = ∑ k, (p k : ℂ) * (y k ^ 2 / 2) := by
      rw [Finset.sum_div]
      exact Finset.sum_congr rfl fun k _ => by ring
    rw [ht]
    refine hlim.congr fun z => ?_
    -- normalisation and zero mean remove the orders 0 and 1
    have h : ∑ k, (p k : ℂ) * ((z : ℂ) * (Complex.exp (y k / ((√(z : ℝ) : ℝ) : ℂ)) - 1
        - y k / ((√(z : ℝ) : ℝ) : ℂ)))
        = (z : ℂ) * (∑ k, (p k : ℂ) * Complex.exp (y k / ((√(z : ℝ) : ℝ) : ℂ))
          - ∑ k, (p k : ℂ) - (∑ k, (p k : ℂ) * y k) / ((√(z : ℝ) : ℝ) : ℂ)) := by
      rw [Finset.sum_div, ← Finset.sum_sub_distrib, ← Finset.sum_sub_distrib, Finset.mul_sum]
      exact Finset.sum_congr rfl fun k _ => by ring
    rw [h, hpc, hy, zero_div, sub_zero]
  refine (Complex.tendsto_one_add_pow_exp_of_tendsto hg).congr fun z => ?_
  rw [add_sub_cancel]
```

## Factorisation and the Gaussian limit

The configuration sum is connected to this power by `Fintype.sum_pow`, which expands the $z$-th power of a sum into a sum over all functions from `Fin z` to `ι`. The product of exponentials becomes the exponential of a sum, and exchanging the sums over neighbours and slices matches the two exponents.

```lean
/-- The average over `z` independent neighbours is the `z`-th power of a one-neighbour average. -/
theorem cavityWeight_eq_pow (p : ι → ℝ) (x : ι → T → ℝ) (η : T → ℂ) (z : ℕ) :
    cavityWeight p x η z = (∑ k, (p k : ℂ) *
      Complex.exp ((∑ τ, η τ * (x k τ : ℂ)) / ((√(z : ℝ) : ℝ) : ℂ))) ^ z := by
  unfold cavityWeight
  rw [Fintype.sum_pow]
  refine Finset.sum_congr rfl fun c _ => ?_
  rw [Finset.prod_mul_distrib, ← Complex.exp_sum]
  congr 2
  simp only [Finset.sum_div, Finset.mul_sum]
  rw [Finset.sum_comm]
  exact Finset.sum_congr rfl fun i _ => Finset.sum_congr rfl fun τ _ => by ring
```

The main theorem has two hypotheses: `hp` is normalisation, and `hx` is zero mean on each slice separately. Its conclusion is that `cavityWeight p x η`, as a function of `z`, converges to the exponential of half the quadratic form. No complex conjugate appears on either factor of $\eta$. In the proof, `hy` derives $\sum_k p_k y_k=0$ from the slice-wise condition, and `hq` is the expansion of the square into $\Delta$.

The limit is taken at a fixed source and a fixed number of slices, so the statement gives neither a continuous-time limit nor uniformity in $\eta$.

```lean
/-- Integrating out `z → ∞` independent neighbours of zero mean field, coupled with amplitude
`1/√z`, leaves the exponential of half the quadratic form in the source, with the one-neighbour
correlation matrix as kernel. -/
theorem cavity_gaussian_limit (p : ι → ℝ) (x : ι → T → ℝ) (η : T → ℂ)
    (hp : ∑ k, p k = 1) (hx : ∀ τ, ∑ k, p k * x k τ = 0) :
    Tendsto (cavityWeight p x η) atTop
      (𝓝 (Complex.exp ((∑ τ, ∑ τ', η τ * (hybridisation p x τ τ' : ℂ) * η τ') / 2))) := by
  have hy : ∑ k, (p k : ℂ) * ∑ τ, η τ * (x k τ : ℂ) = 0 := by
    simp only [Finset.mul_sum]
    rw [Finset.sum_comm]
    refine Finset.sum_eq_zero fun τ _ => ?_
    have h : ∑ k, (p k : ℂ) * (x k τ : ℂ) = 0 := by exact_mod_cast hx τ
    calc ∑ k, (p k : ℂ) * (η τ * (x k τ : ℂ)) = η τ * ∑ k, (p k : ℂ) * (x k τ : ℂ) := by
          rw [Finset.mul_sum]
          exact Finset.sum_congr rfl fun k _ => by ring
      _ = 0 := by rw [h, mul_zero]
  -- the mean square of the source term is the quadratic form of the correlation matrix
  have hq : ∑ k, (p k : ℂ) * (∑ τ, η τ * (x k τ : ℂ)) ^ 2
      = ∑ τ, ∑ τ', η τ * (hybridisation p x τ τ' : ℂ) * η τ' := by
    simp only [hybridisation, Complex.ofReal_sum, Complex.ofReal_mul, sq, Finset.sum_mul_sum]
    simp only [Finset.mul_sum, Finset.sum_mul]
    rw [Finset.sum_comm]
    refine Finset.sum_congr rfl fun τ _ => ?_
    rw [Finset.sum_comm]
    exact Finset.sum_congr rfl fun τ' _ => Finset.sum_congr rfl fun k _ => by ring
  rw [← hq]
  exact (power_limit p _ hp hy).congr fun z => (cavityWeight_eq_pow p x η z).symm
```

## One real source and Ising neighbours

For a single slice the result can be stated entirely in real numbers. The hypothesis `hs` sets the second moment equal to $s^2$, which is the variance because the mean is zero. The proof applies `power_limit` to $y_k=a x_k$ and takes real parts, which is a continuous operation and loses nothing because every term is real.

```lean
/-- For a single real source `a` and a neighbour field of zero mean and variance `s²`, the
average over `z` neighbours tends to `exp (a² s² / 2)`. -/
theorem single_source_limit (p x : ι → ℝ) (a s : ℝ) (hp : ∑ k, p k = 1)
    (hx : ∑ k, p k * x k = 0) (hs : ∑ k, p k * x k ^ 2 = s ^ 2) :
    Tendsto (fun z : ℕ => (∑ k, p k * Real.exp (a * x k / √(z : ℝ))) ^ z) atTop
      (𝓝 (Real.exp (a ^ 2 * s ^ 2 / 2))) := by
  have hm : ∑ k, p k * (a * x k) = 0 := by
    calc ∑ k, p k * (a * x k) = a * ∑ k, p k * x k := by
          rw [Finset.mul_sum]
          exact Finset.sum_congr rfl fun k _ => by ring
      _ = 0 := by rw [hx, mul_zero]
  have hv : a ^ 2 * s ^ 2 = ∑ k, p k * (a * x k) ^ 2 := by
    rw [← hs, Finset.mul_sum]
    exact Finset.sum_congr rfl fun k _ => by ring
  have key := power_limit p (fun k => ((a * x k : ℝ) : ℂ)) hp (by exact_mod_cast hm)
  have hl : Complex.exp ((∑ k, (p k : ℂ) * ((a * x k : ℝ) : ℂ) ^ 2) / 2)
      = ((Real.exp (a ^ 2 * s ^ 2 / 2) : ℝ) : ℂ) := by
    rw [hv]
    simp
  rw [hl] at key
  -- all terms are real, so the limit may be read off from the real parts
  have h := (Complex.continuous_re.tendsto _).comp key
  rw [Complex.ofReal_re] at h
  refine h.congr fun z => ?_
  have e : (∑ k, (p k : ℂ) * Complex.exp (((a * x k : ℝ) : ℂ) / ((√(z : ℝ) : ℝ) : ℂ))) ^ z
      = (((∑ k, p k * Real.exp (a * x k / √(z : ℝ))) ^ z : ℝ) : ℂ) := by simp
  rw [Function.comp_apply, e, Complex.ofReal_re]
```

A free Ising spin takes the values $\pm1$ with weight $\tfrac12$ each, so its mean is 0 and its variance is 1. The one-neighbour average is then $\cosh(a/\sqrt z)$, and its $z$-th power tends to $e^{a^2/2}$.

```lean
/-- For neighbours that are free Ising spins `±1`, the average `cosh (a/√z) ^ z` tends to
`exp (a²/2)`. -/
theorem ising_neighbours_limit (a : ℝ) :
    Tendsto (fun z : ℕ => Real.cosh (a / √(z : ℝ)) ^ z) atTop (𝓝 (Real.exp (a ^ 2 / 2))) := by
  have h1 : (![1, -1] : Fin 2 → ℝ) 0 = 1 := rfl
  have h2 : (![1, -1] : Fin 2 → ℝ) 1 = -1 := rfl
  have h := single_source_limit (fun _ : Fin 2 => (1 / 2 : ℝ)) ![1, -1] a 1
    (by rw [Fin.sum_univ_two]; norm_num)
    (by rw [Fin.sum_univ_two, h1, h2]; norm_num)
    (by rw [Fin.sum_univ_two, h1, h2]; norm_num)
  rw [one_pow, mul_one] at h
  refine h.congr fun z => ?_
  simp only [Fin.sum_univ_two, h1, h2, mul_one, mul_neg, neg_div, Real.cosh_eq]
  congr 1
  ring
```

## Divergence for a positive mean coupling

The last theorem replaces the zero-mean condition by $a\sum_k p_k x_k>0$ and adds `h0`, nonnegative weights, which Jensen's inequality needs. The inequality enters as `convexOn_exp.map_sum_le`. The `calc` block raises it to the power $z$ and uses $z/\sqrt z=\sqrt z$ to obtain the lower bound $e^{\sqrt z\,am}$, which drives the average to infinity. Physically, the fields of $z$ neighbours with a common mean add coherently to order $\sqrt z$ under this scaling, whereas their fluctuations stay of order one.

```lean
/-- If the source times the mean neighbour field is positive, the average over `z` neighbours
coupled with amplitude `1/√z` grows without bound. -/
theorem diverges_of_mean_pos (p x : ι → ℝ) (a : ℝ) (h0 : ∀ k, 0 ≤ p k)
    (hp : ∑ k, p k = 1) (hm : 0 < a * ∑ k, p k * x k) :
    Tendsto (fun z : ℕ => (∑ k, p k * Real.exp (a * x k / √(z : ℝ))) ^ z) atTop atTop := by
  have hs : Tendsto (fun z : ℕ => √(z : ℝ)) atTop atTop :=
    Real.tendsto_sqrt_atTop.comp tendsto_natCast_atTop_atTop
  refine tendsto_atTop_mono (fun z => ?_) (Real.tendsto_exp_atTop.comp (hs.atTop_mul_const hm))
  -- Jensen's inequality for one neighbour
  have hj := convexOn_exp.map_sum_le (t := Finset.univ) (w := p)
    (p := fun k => a * x k / √(z : ℝ)) (fun k _ => h0 k) hp (fun _ _ => Set.mem_univ _)
  simp only [smul_eq_mul] at hj
  have hu : ∑ k, p k * (a * x k / √(z : ℝ)) = (a * ∑ k, p k * x k) / √(z : ℝ) := by
    rw [Finset.mul_sum, Finset.sum_div]
    exact Finset.sum_congr rfl fun k _ => by ring
  rw [hu] at hj
  have hd : (z : ℝ) / √(z : ℝ) = √(z : ℝ) := Real.div_sqrt
  calc Real.exp (√(z : ℝ) * (a * ∑ k, p k * x k))
      = Real.exp ((a * ∑ k, p k * x k) / √(z : ℝ)) ^ z := by
        rw [← Real.exp_nat_mul]
        congr 1
        linear_combination (-(a * ∑ k, p k * x k)) * hd
    _ ≤ (∑ k, p k * Real.exp (a * x k / √(z : ℝ))) ^ z :=
        pow_le_pow_left₀ (Real.exp_pos _).le hj z

end

end CavityGaussianLimit
```

```lean
#print axioms CavityGaussianLimit.cavity_gaussian_limit
-- 'CavityGaussianLimit.cavity_gaussian_limit' depends on axioms: [propext, Classical.choice, Quot.sound]
#print axioms CavityGaussianLimit.ising_neighbours_limit
-- 'CavityGaussianLimit.ising_neighbours_limit' depends on axioms: [propext, Classical.choice, Quot.sound]
#print axioms CavityGaussianLimit.diverges_of_mean_pos
-- 'CavityGaussianLimit.diverges_of_mean_pos' depends on axioms: [propext, Classical.choice, Quot.sound]
```
